# In two-configuration H₂ with the CI gap as denominator, scaled second-order theory is too low at every nonzero coupling if and only if c ≥ 1

Let the doubly excited configuration of minimal-basis H₂ lie 2D > 0 above the Hartree-Fock configuration, and let K ≠ 0 couple the two. The scaled second-order energy −cK²/(2D) lies strictly below the exact correlation energy D − √(D² + K²) for all such D and K if and only if c ≥ 1. For 0 < c < 1 the two energies agree precisely at

|K|/D = 2√(1 − c)/c,

so no constant c is exact at two geometries with different |K|/D.

The denominator 2D is the gap between the diagonal CI energies, which is the Epstein-Nesbet choice. Møller-Plesset theory uses orbital-energy differences, which generally give another gap; for that case the last theorem gives a sufficient condition for the scaled energy to be too low.

## The model and its energies

In Lean 4 with Mathlib:

```lean
import Mathlib

open Matrix

namespace ScaledMP2Hydrogen

noncomputable section

/-- CI matrix of minimal-basis H2 relative to the Hartree-Fock energy: the double excitation
lies `2 * D` higher and is coupled to the ground configuration by `K`. -/
def ciMatrix (D K : ℝ) : Matrix (Fin 2) (Fin 2) ℝ := !![0, K; K, 2 * D]
```

`ciMatrix D K` is the real 2×2 matrix with rows (0, K) and (K, 2D). Energies are measured from the Hartree-Fock energy. Index 0 is the ground configuration and index 1 the double excitation. D and K are free real parameters, not integrals computed from a bond length.

```lean
/-- The closed formula for the exact correlation energy in the minimal basis. -/
def exactCorr (D K : ℝ) : ℝ := D - √(D ^ 2 + K ^ 2)
```

This only names the formula. That it is the lowest eigenvalue is proved below.

```lean
/-- Second-order correlation energy scaled by `c`, for coupling `K` and zeroth-order
excitation energy `2 * δ`, with `δ ≠ 0`. -/
def scaledMP2 (c δ K : ℝ) : ℝ := -c * K ^ 2 / (2 * δ)
```

This is −cK²/(2δ), the second-order energy of a single double excitation, times c. The two electrons have opposite spins, so c plays the part of the opposite-spin factor in spin-component scaling. Despite its name, the function gives the scaled Møller-Plesset energy only when δ is the difference of the two orbital energies; with δ = D it gives the scaled Epstein-Nesbet energy.

The second argument is easily misread: δ is half the excitation energy. Inserting the full gap 2D there would halve the energy, and for c = D = K = 1 the result −1/4 would lie above the exact 1 − √2.

```lean
/-- The scaling factor `2D / (D + √(D² + K²))`, for `D > 0`. -/
def fitScaling (D K : ℝ) : ℝ := 2 * D / (D + √(D ^ 2 + K ^ 2))
```

Write R = √(D² + K²) and c* = 2D/(D + R). The section on the error and the fitted factor shows what c* does.

## The exact energy as the lowest eigenvalue

```lean
/-- For `D > 0` the exact correlation energy is the lowest eigenvalue of the CI matrix. -/
theorem exactCorr_isLeast {D : ℝ} (K : ℝ) (hD : 0 < D) :
    IsLeast {e : ℝ | ∃ v : Fin 2 → ℝ, v ≠ 0 ∧ ciMatrix D K *ᵥ v = e • v}
      (exactCorr D K) := by
  have hR : √(D ^ 2 + K ^ 2) ^ 2 = D ^ 2 + K ^ 2 := Real.sq_sqrt (by positivity)
  have hR0 := Real.sqrt_nonneg (D ^ 2 + K ^ 2)
  -- the eigenvalue equation, row by row
  have key : ∀ (e : ℝ) (v : Fin 2 → ℝ), ciMatrix D K *ᵥ v = e • v ↔
      K * v 1 = e * v 0 ∧ K * v 0 + 2 * D * v 1 = e * v 1 := by
    intro e v
    simp [funext_iff, Fin.forall_fin_two, ciMatrix, dotProduct, Fin.sum_univ_two]
  constructor
  · refine ⟨![D + √(D ^ 2 + K ^ 2), -K], ?_, (key _ _).mpr ⟨?_, ?_⟩⟩
    · intro h
      have h0 : D + √(D ^ 2 + K ^ 2) = 0 := congrFun h 0
      linarith
    · show K * (-K) = (D - √(D ^ 2 + K ^ 2)) * (D + √(D ^ 2 + K ^ 2))
      linear_combination hR
    · show K * (D + √(D ^ 2 + K ^ 2)) + 2 * D * (-K) = (D - √(D ^ 2 + K ^ 2)) * (-K)
      ring
  · rintro e ⟨v, hv, h⟩
    obtain ⟨h1, h2⟩ := (key e v).mp h
    -- every eigenvalue solves the secular equation
    have hchar : e ^ 2 - 2 * D * e - K ^ 2 = 0 := by
      by_contra hne
      apply hv
      have a0 : (e ^ 2 - 2 * D * e - K ^ 2) * v 0 = 0 := by
        linear_combination -(e - 2 * D) * h1 - K * h2
      have a1 : (e ^ 2 - 2 * D * e - K ^ 2) * v 1 = 0 := by
        linear_combination -e * h2 - K * h1
      ext i
      fin_cases i
      · exact (mul_eq_zero.mp a0).resolve_left hne
      · exact (mul_eq_zero.mp a1).resolve_left hne
    have hle : D - e ≤ √(D ^ 2 + K ^ 2) :=
      Real.le_sqrt_of_sq_le (le_of_eq (by linear_combination hchar))
    show D - √(D ^ 2 + K ^ 2) ≤ e
    linarith
```

The set in braces contains every real e with a nonzero vector v satisfying `ciMatrix D K *ᵥ v = e • v`, that is, every eigenvalue. `IsLeast` says that D − R belongs to this set and that no member is smaller.

By hand, the two rows read

K v₁ = e v₀,
K v₀ + 2D v₁ = e v₁.

The vector (D + R, −K) solves them with e = D − R, because (D − R)(D + R) = −K². Its first entry is positive, so it is nonzero. Normalised, it is (D + R, −K)/√(2R(R + D)).

Conversely, eliminating one component at a time gives (e² − 2De − K²)vᵢ = 0 for both i. Since v ≠ 0, the bracket vanishes. Hence (D − e)² = R², so D − e ≤ R and e ≥ D − R.

In the proof, `key` is the pair of row equations and `hchar` the secular equation. The tactic `linear_combination` checks that an equation follows from known ones with the stated multipliers.

## The error and the fitted factor

```lean
/-- For `D > 0` and the CI gap `2 * D` as denominator, the error of scaled second-order theory is
`K ^ 2 / (2 * D)` times the deviation of `c` from `fitScaling D K`. -/
theorem exact_sub_scaled {D : ℝ} (c K : ℝ) (hD : 0 < D) :
    exactCorr D K - scaledMP2 c D K = (c - fitScaling D K) * (K ^ 2 / (2 * D)) := by
  unfold exactCorr scaledMP2 fitScaling
  have hR : √(D ^ 2 + K ^ 2) ^ 2 = D ^ 2 + K ^ 2 := Real.sq_sqrt (by positivity)
  have hne : D + √(D ^ 2 + K ^ 2) ≠ 0 := by positivity
  set R := √(D ^ 2 + K ^ 2)
  have h : D - R = -K ^ 2 / (D + R) := by
    rw [eq_div_iff hne]
    linear_combination -hR
  have h2 : 2 * D / (D + R) * (K ^ 2 / (2 * D)) = K ^ 2 / (D + R) := by
    field_simp
  rw [sub_mul, h2, h]
  ring
```

From (D − R)(D + R) = −K² we get D − R = −K²/(D + R). Therefore

exact − scaled = cK²/(2D) − K²/(D + R) = (c − c*) K²/(2D).

The steps `h` and `h2` are the two rewritings used here.

```lean
/-- For `D > 0`, `K ≠ 0` and the CI gap `2 * D` as denominator, the scaled energy is exact precisely
for `c = fitScaling D K`, and it lies below the exact correlation energy precisely for larger `c`.
-/
theorem scaled_vs_fit {D K : ℝ} (c : ℝ) (hD : 0 < D) (hK : K ≠ 0) :
    (scaledMP2 c D K = exactCorr D K ↔ c = fitScaling D K) ∧
      (scaledMP2 c D K < exactCorr D K ↔ fitScaling D K < c) := by
  have h := exact_sub_scaled c K hD
  have hp : 0 < K ^ 2 / (2 * D) := by positivity
  refine ⟨⟨fun e => ?_, fun e => ?_⟩, ⟨fun l => ?_, fun l => ?_⟩⟩
  · have h0 : (c - fitScaling D K) * (K ^ 2 / (2 * D)) = 0 := by
      rw [← h, e, sub_self]
    exact sub_eq_zero.mp ((mul_eq_zero.mp h0).resolve_right hp.ne')
  · have h0 : exactCorr D K - scaledMP2 c D K = 0 := by
      rw [h, sub_eq_zero.mpr e, zero_mul]
    linarith
  · have h0 : 0 < (c - fitScaling D K) * (K ^ 2 / (2 * D)) := by
      rw [← h]
      linarith
    exact sub_pos.mp ((mul_pos_iff_of_pos_right hp).mp h0)
  · have h0 := mul_pos (sub_pos.mpr l) hp
    linarith
```

Since K²/(2D) > 0, the error, taken here as exact minus scaled, has the sign of c − c*. The scaled energy is exact only for c = c* and too low only for c > c*.

The hypothesis K ≠ 0 excludes a real failure: for D = 1 and K = 0 both energies vanish for every c, so no factor is singled out and the scaled energy is never strictly below.

```lean
/-- For `D > 0` and `K ≠ 0` the factor `fitScaling D K` lies strictly between 0 and 1. -/
theorem fitScaling_mem {D K : ℝ} (hD : 0 < D) (hK : K ≠ 0) :
    0 < fitScaling D K ∧ fitScaling D K < 1 := by
  unfold fitScaling
  have hK2 : 0 < K ^ 2 := by positivity
  have hlt : D < √(D ^ 2 + K ^ 2) := Real.lt_sqrt_of_sq_lt (by linarith)
  refine ⟨by positivity, ?_⟩
  rw [div_lt_one (by positivity)]
  linarith
```

For K ≠ 0 we have R > D > 0, hence 0 < 2D < D + R and 0 < c* < 1.

## The crossing point

```lean
/-- For `D > 0` and `0 < c < 1`, the deviation of `c` from `fitScaling D K` is a positive
multiple of the deviation of `|K| / D` from `2√(1 - c) / c`. -/
theorem sub_fitScaling {c D : ℝ} (K : ℝ) (hD : 0 < D) (hc : 0 < c) (hc1 : c < 1) :
    ∃ r : ℝ, 0 < r ∧ c - fitScaling D K = r * (|K| / D - 2 * √(1 - c) / c) := by
  unfold fitScaling
  have hR : √(D ^ 2 + K ^ 2) ^ 2 = D ^ 2 + K ^ 2 := Real.sq_sqrt (by positivity)
  have hR0 : 0 < √(D ^ 2 + K ^ 2) := by positivity
  have hs : √(1 - c) ^ 2 = 1 - c := Real.sq_sqrt (by linarith)
  have hs0 : 0 < √(1 - c) := Real.sqrt_pos.mpr (by linarith)
  have hA : |K| ^ 2 = K ^ 2 := sq_abs K
  set R := √(D ^ 2 + K ^ 2)
  set s := √(1 - c)
  obtain ⟨P, hP⟩ : ∃ P, P = c * R + (2 - c) * D := ⟨_, rfl⟩
  have hP0 : 0 < P := by
    rw [hP]
    exact add_pos (mul_pos hc hR0) (mul_pos (by linarith) hD)
  have hne : D + R ≠ 0 := by positivity
  have hne2 : (D + R) * P * (D * c) ≠ 0 := by positivity
  -- both deviations become differences of squares
  have key : (c * R - (2 - c) * D) * P = (c * |K| - 2 * s * D) * (c * |K| + 2 * s * D) := by
    rw [hP]
    linear_combination c ^ 2 * hR - c ^ 2 * hA + 4 * D ^ 2 * hs
  have e1 : c - 2 * D / (D + R) = (c * R - (2 - c) * D) / (D + R) := by
    rw [eq_div_iff hne, sub_mul, div_mul_cancel₀ _ hne]
    ring
  refine ⟨(c * |K| + 2 * s * D) * (c * D) / ((D + R) * P), by positivity, ?_⟩
  rw [e1, div_sub_div _ _ hD.ne' hc.ne', div_mul_div_comm, div_eq_div_iff hne hne2]
  linear_combination ((D + R) * (c * D)) * key
```

The theorem states that c − c* equals some r > 0 times |K|/D − 2√(1 − c)/c. To find r, set s = √(1 − c) and start from

c − c* = (cR − (2 − c)D)/(D + R).

Multiply the numerator by the positive number P = cR + (2 − c)D:

c²R² − (2 − c)²D² = c²K² − 4(1 − c)D² = (c|K| − 2sD)(c|K| + 2sD).

The first factor is cD(|K|/D − 2s/c), so

r = cD(c|K| + 2sD)/((D + R)P).

The equation called `key` is this difference of squares, and `positivity` confirms r > 0.

```lean
/-- For `D > 0`, `K ≠ 0`, `0 < c < 1` and the CI gap `2 * D` as denominator, scaled and exact
energies agree precisely at `|K| / D = 2√(1 - c) / c`, and the scaled energy is too low precisely
beyond that ratio. -/
theorem crossing {c D K : ℝ} (hD : 0 < D) (hK : K ≠ 0) (hc : 0 < c) (hc1 : c < 1) :
    (scaledMP2 c D K = exactCorr D K ↔ |K| / D = 2 * √(1 - c) / c) ∧
      (scaledMP2 c D K < exactCorr D K ↔ 2 * √(1 - c) / c < |K| / D) := by
  obtain ⟨r, hr, h⟩ := sub_fitScaling K hD hc hc1
  rw [(scaled_vs_fit c hD hK).1, (scaled_vs_fit c hD hK).2]
  refine ⟨⟨fun e => ?_, fun e => ?_⟩, ⟨fun l => ?_, fun l => ?_⟩⟩
  · have h0 : r * (|K| / D - 2 * √(1 - c) / c) = 0 := by
      rw [← h]
      linarith
    exact sub_eq_zero.mp ((mul_eq_zero.mp h0).resolve_left hr.ne')
  · rw [e, sub_self, mul_zero] at h
    linarith
  · have h0 : 0 < r * (|K| / D - 2 * √(1 - c) / c) := by
      rw [← h]
      linarith
    exact sub_pos.mp ((mul_pos_iff_of_pos_left hr).mp h0)
  · have h0 := mul_pos hr (sub_pos.mpr l)
    linarith
```

Because r > 0, the comparison of c with c* becomes a comparison of |K|/D with 2√(1 − c)/c. At that ratio the energies agree; beyond it the scaled energy is too low.

## Constant factors along the curve

```lean
/-- With the CI gap `2 * D` as denominator, the scaled energy lies strictly below the exact
correlation energy for all `D > 0` and `K ≠ 0` if and only if `c ≥ 1`. -/
theorem always_below_iff (c : ℝ) :
    (∀ D K : ℝ, 0 < D → K ≠ 0 → scaledMP2 c D K < exactCorr D K) ↔ 1 ≤ c := by
  constructor
  · intro h
    by_contra hlt
    have hc1 : c < 1 := not_le.mp hlt
    rcases le_or_gt c 0 with hc | hc
    · have h1 := (scaled_vs_fit c one_pos one_ne_zero).2.mp (h 1 1 one_pos one_ne_zero)
      have h2 := (fitScaling_mem (D := 1) (K := 1) one_pos one_ne_zero).1
      linarith
    · -- at the crossing point the two energies coincide
      have hs : 0 < √(1 - c) := Real.sqrt_pos.mpr (by linarith)
      have hk : 0 < 2 * √(1 - c) / c := by positivity
      have he := (crossing one_pos hk.ne' hc hc1).1.mpr (by rw [abs_of_pos hk, div_one])
      exact (h 1 _ one_pos hk.ne').ne he
  · intro hc D K hD hK
    exact (scaled_vs_fit c hD hK).2.mpr (lt_of_lt_of_le (fitScaling_mem hD hK).2 hc)
```

The quantifiers over D and K stand inside the brackets, so one fixed c must serve them all. If c ≥ 1, then c* < 1 ≤ c settles every case. For the converse, if c ≤ 0, the point D = K = 1 would require c > c* > 0, which is impossible. If 0 < c < 1, take D = 1 and K = 2√(1 − c)/c: the energies coincide, so one is not strictly below the other.

```lean
/-- With the CI gap `2 * D` as denominator, no constant scaling is exact at two geometries with
`D > 0`, `K ≠ 0` and different ratios `|K| / D`. -/
theorem no_constant_scaling (c : ℝ) {D₁ K₁ D₂ K₂ : ℝ} (hD₁ : 0 < D₁) (hK₁ : K₁ ≠ 0)
    (hD₂ : 0 < D₂) (hK₂ : K₂ ≠ 0) (hne : |K₁| / D₁ ≠ |K₂| / D₂) :
    ¬ (scaledMP2 c D₁ K₁ = exactCorr D₁ K₁ ∧ scaledMP2 c D₂ K₂ = exactCorr D₂ K₂) := by
  rintro ⟨h₁, h₂⟩
  have hfit := (scaled_vs_fit c hD₁ hK₁).1.mp h₁
  obtain ⟨hpos, hlt⟩ := fitScaling_mem hD₁ hK₁
  have hc : 0 < c := by linarith
  have hc1 : c < 1 := by linarith
  exact hne (((crossing hD₁ hK₁ hc hc1).1.mp h₁).trans
    ((crossing hD₂ hK₂ hc hc1).1.mp h₂).symm)
```

If c is exact at the first geometry, then c = c* there, so 0 < c < 1. The crossing condition now applies at both geometries and forces both ratios to equal 2√(1 − c)/c, against `hne`. When the bond is stretched, D tends to zero while K tends to a nonzero value, so |K|/D changes. In this two-configuration model with the CI gap as denominator, a constant factor c therefore cannot reproduce the whole dissociation curve. The theorem does not cover Møller-Plesset denominators.

## A zeroth-order gap other than the CI gap

```lean
/-- For zeroth-order excitation energy `2 * δ` and CI gap `2 * D`, equal or not, the scaled energy
is too low whenever `δ ≤ c * D`, for `D, δ > 0` and `K ≠ 0`. -/
theorem below_of_gap_le {c D δ K : ℝ} (hD : 0 < D) (hδ : 0 < δ) (hK : K ≠ 0)
    (h : δ ≤ c * D) : scaledMP2 c δ K < exactCorr D K := by
  -- a change of denominator is a change of scaling factor
  have hq : c * D / δ * δ = c * D := div_mul_cancel₀ _ hδ.ne'
  have h1 : 1 ≤ c * D / δ := by
    rw [le_div_iff₀ hδ]
    linarith
  have he : scaledMP2 c δ K = scaledMP2 (c * D / δ) D K := by
    unfold scaledMP2
    have hδ2 : 2 * δ ≠ 0 := by positivity
    have hD2 : 2 * D ≠ 0 := by positivity
    rw [div_eq_div_iff hδ2 hD2]
    linear_combination 2 * K ^ 2 * hq
  rw [he]
  exact (always_below_iff _).mpr h1 D K hD hK

end

end ScaledMP2Hydrogen
```

Changing the denominator amounts to changing the factor:

−cK²/(2δ) = −(cD/δ)K²/(2D).

If δ ≤ cD, the new factor cD/δ is at least 1, and the earlier result applies. For unscaled theory, c = 1, the condition is δ ≤ D. In Møller-Plesset theory δ is the difference of the two orbital energies. When the bond is stretched with restricted orbitals, this difference falls off only as the inverse distance, while D vanishes exponentially. For every fixed c the condition therefore fails at large distance, and the theorem makes no statement there. For c = 1 it already fails near the equilibrium distance, where the unscaled Møller-Plesset energy of minimal-basis H₂ lies above the exact one.

```lean
#print axioms ScaledMP2Hydrogen.exactCorr_isLeast
-- 'ScaledMP2Hydrogen.exactCorr_isLeast' depends on axioms: [propext, Classical.choice, Quot.sound]
#print axioms ScaledMP2Hydrogen.no_constant_scaling
-- 'ScaledMP2Hydrogen.no_constant_scaling' depends on axioms: [propext, Classical.choice, Quot.sound]
#print axioms ScaledMP2Hydrogen.below_of_gap_le
-- 'ScaledMP2Hydrogen.below_of_gap_le' depends on axioms: [propext, Classical.choice, Quot.sound]
```
